# A dielectric matrix with eigenvalues 1 and 11 whose quadratic form takes the value −2

For the interaction $v=\mathrm{diag}(1,9)$ and the response $P$ equal to minus the all-ones $2\times2$ matrix, the dielectric matrix $\varepsilon=1-vP$ has eigenvalues 1 and 11, yet $x\cdot\varepsilon x=-2$ at $x=(2,-1)$. The symmetrised matrix $\tilde\varepsilon=1-sPs$, with $s=\mathrm{diag}(1,3)$ and $s^2=v$, satisfies $x\cdot\tilde\varepsilon x\ge x\cdot x$ for every real $x$.

```lean
import Mathlib

open Matrix

namespace DielectricSymmetrisation

noncomputable section

variable {n : Type*} [Fintype n] [DecidableEq n]

/-- The dielectric matrix `1 - v P` of an interaction `v` and a response `P`. -/
def dielectric (v P : Matrix n n ℝ) : Matrix n n ℝ := 1 - v * P

/-- The symmetrised dielectric matrix `1 - s P s`, where `s` is a square root of the
interaction. -/
def symDielectric (s P : Matrix n n ℝ) : Matrix n n ℝ := 1 - s * P * s

/-- The dielectric matrix with interaction `s * s` and its symmetrised form have the same
characteristic determinant. -/
theorem det_dielectric_eq_det_symDielectric (s P : Matrix n n ℝ) (t : ℝ) :
    (t • (1 : Matrix n n ℝ) - dielectric (s * s) P).det =
      (t • (1 : Matrix n n ℝ) - symDielectric s P).det := by
  -- shift the spectral parameter by one
  have key : ∀ A : Matrix n n ℝ,
      Matrix.scalar n (t - 1) - -A = t • (1 : Matrix n n ℝ) - (1 - A) := by
    intro A
    ext i j
    by_cases h : i = j
    · subst h
      simp [Matrix.scalar_apply]
      ring
    · simp [Matrix.scalar_apply, h]
  -- the products `s (s P)` and `(s P) s` share their characteristic polynomial
  have h := congrArg (Polynomial.eval (t - 1)) (Matrix.charpoly_mul_comm s (-(s * P)))
  rw [Matrix.eval_charpoly, Matrix.eval_charpoly, Matrix.mul_neg, Matrix.neg_mul,
    key, key] at h
  unfold dielectric symDielectric
  rw [Matrix.mul_assoc s s P]
  exact h

/-- If `s` is symmetric and the response has a nonpositive quadratic form, the quadratic form
of the symmetrised dielectric matrix is at least that of the identity. -/
theorem symDielectric_ge_one (s P : Matrix n n ℝ) (hs : sᵀ = s)
    (hP : ∀ y : n → ℝ, y ⬝ᵥ (P *ᵥ y) ≤ 0) (x : n → ℝ) :
    x ⬝ᵥ x ≤ x ⬝ᵥ (symDielectric s P *ᵥ x) := by
  have hx : x ᵥ* s = s *ᵥ x := by
    rw [← Matrix.vecMul_transpose, hs]
  -- move one root of the interaction onto the left vector
  have e : x ⬝ᵥ ((s * P * s) *ᵥ x) = (s *ᵥ x) ⬝ᵥ (P *ᵥ (s *ᵥ x)) := by
    rw [← Matrix.mulVec_mulVec, ← Matrix.mulVec_mulVec, Matrix.dotProduct_mulVec, hx]
  have h := hP (s *ᵥ x)
  unfold symDielectric
  rw [Matrix.sub_mulVec, Matrix.one_mulVec, dotProduct_sub, e]
  linarith

/-- If `s` is symmetric and the response has a nonpositive quadratic form, every real
eigenvalue of the dielectric matrix with interaction `s * s` is at least one. -/
theorem one_le_eigenvalue (s P : Matrix n n ℝ) (hs : sᵀ = s)
    (hP : ∀ y : n → ℝ, y ⬝ᵥ (P *ᵥ y) ≤ 0) (t : ℝ) (u : n → ℝ) (hu0 : u ≠ 0)
    (hu : dielectric (s * s) P *ᵥ u = t • u) : 1 ≤ t := by
  have hdet : (t • (1 : Matrix n n ℝ) - dielectric (s * s) P).det = 0 :=
    Matrix.exists_mulVec_eq_zero_iff.mp ⟨u, hu0, by
      rw [Matrix.sub_mulVec, Matrix.smul_mulVec, Matrix.one_mulVec, hu, sub_self]⟩
  -- the symmetrised matrix has the same eigenvalue, with some eigenvector `y`
  rw [det_dielectric_eq_det_symDielectric] at hdet
  obtain ⟨y, hy0, hy⟩ := Matrix.exists_mulVec_eq_zero_iff.mpr hdet
  rw [Matrix.sub_mulVec, Matrix.smul_mulVec, Matrix.one_mulVec, sub_eq_zero] at hy
  have h := symDielectric_ge_one s P hs hP y
  rw [← hy, dotProduct_smul, smul_eq_mul] at h
  have hnn : 0 ≤ y ⬝ᵥ y := Finset.sum_nonneg fun i _ => mul_self_nonneg (y i)
  have hpos : 0 < y ⬝ᵥ y :=
    lt_of_le_of_ne hnn (Ne.symm (mt dotProduct_self_eq_zero.mp hy0))
  exact le_of_mul_le_mul_right (by linarith) hpos

/-- The diagonal interaction `diag(a, b)` for two basis functions. -/
def coulomb (a b : ℝ) : Matrix (Fin 2) (Fin 2) ℝ := !![a, 0; 0, b]

/-- The response equal to minus the all-ones matrix. -/
def response : Matrix (Fin 2) (Fin 2) ℝ := !![-1, -1; -1, -1]

/-- The all-ones response with a minus sign has a nonpositive quadratic form. -/
theorem response_nonpos (y : Fin 2 → ℝ) : y ⬝ᵥ (response *ᵥ y) ≤ 0 := by
  have h : y ⬝ᵥ (response *ᵥ y) = -(y 0 + y 1) ^ 2 := by
    simp [response, Matrix.mulVec, dotProduct, Fin.sum_univ_two]
    ring
  rw [h]
  nlinarith [sq_nonneg (y 0 + y 1)]

/-- The explicit dielectric matrix for the interaction `diag(a, b)` and minus the all-ones
response. -/
theorem dielectric_two (a b : ℝ) :
    dielectric (coulomb a b) response = !![1 + a, a; b, 1 + b] := by
  ext i j
  fin_cases i <;> fin_cases j <;>
    simp [dielectric, coulomb, response]

/-- The quadratic form of the dielectric matrix for the interaction `diag(a, b)` and minus the
all-ones response, written out in components. -/
theorem quadratic_form (a b : ℝ) (x : Fin 2 → ℝ) :
    x ⬝ᵥ (dielectric (coulomb a b) response *ᵥ x) =
      (1 + a) * x 0 ^ 2 + (a + b) * (x 0 * x 1) + (1 + b) * x 1 ^ 2 := by
  rw [dielectric_two]
  simp [Matrix.mulVec, dotProduct, Fin.sum_univ_two]
  ring

/-- For the interaction `diag(a, b)` with `a` nonnegative and minus the all-ones response, the
unsymmetrised dielectric matrix has a nonnegative quadratic form exactly when
`(a - b)² ≤ 4 (1 + a + b)`. -/
theorem nonneg_iff (a b : ℝ) (ha : 0 ≤ a) :
    (∀ x : Fin 2 → ℝ, 0 ≤ x ⬝ᵥ (dielectric (coulomb a b) response *ᵥ x)) ↔
      (a - b) ^ 2 ≤ 4 * (1 + a + b) := by
  have hpos : 0 < 1 + a := by linarith
  constructor
  · intro h
    -- test the form on a vector where the completed square vanishes
    have h1 := h ![a + b, -2 * (1 + a)]
    rw [quadratic_form] at h1
    simp only [Matrix.cons_val_zero, Matrix.cons_val_one] at h1
    have h2 : 0 ≤ (1 + a) * (4 * (1 + a + b) - (a - b) ^ 2) := by
      linarith
    have h3 := nonneg_of_mul_nonneg_right h2 hpos
    linarith
  · intro h x
    rw [quadratic_form]
    -- complete the square
    have h1 : 0 ≤ (4 * (1 + a + b) - (a - b) ^ 2) * x 1 ^ 2 :=
      mul_nonneg (by linarith) (sq_nonneg _)
    have h2 := sq_nonneg (2 * (1 + a) * x 0 + (a + b) * x 1)
    refine nonneg_of_mul_nonneg_right (a := 4 * (1 + a)) ?_ (by linarith)
    linarith

/-- For the interaction `diag(1, 9)` and minus the all-ones response, the dielectric matrix has
exactly the real eigenvalues 1 and 11, yet its quadratic form is -2 at `(2, -1)`. Symmetrising
with the root `diag(1, 3)` gives a quadratic form bounded below by that of the identity. -/
theorem positivity_needs_symmetrisation :
    (∀ t : ℝ, (∃ u : Fin 2 → ℝ, u ≠ 0 ∧
        dielectric (coulomb 1 9) response *ᵥ u = t • u) ↔ t = 1 ∨ t = 11) ∧
    ![2, -1] ⬝ᵥ (dielectric (coulomb 1 9) response *ᵥ ![2, -1]) = -2 ∧
    coulomb 1 3 * coulomb 1 3 = coulomb 1 9 ∧
    ∀ x : Fin 2 → ℝ, x ⬝ᵥ x ≤ x ⬝ᵥ (symDielectric (coulomb 1 3) response *ᵥ x) := by
  refine ⟨fun t => ⟨?_, ?_⟩, ?_, ?_, ?_⟩
  · rintro ⟨u, hu0, hu⟩
    rw [dielectric_two] at hu
    have h0 := congrFun hu 0
    have h1 := congrFun hu 1
    simp [Matrix.mulVec, dotProduct, Fin.sum_univ_two] at h0 h1
    have hne : u 0 ≠ 0 := by
      intro h
      have h2 : u 1 = 0 := by
        rw [h] at h0
        linarith
      apply hu0
      ext i
      fin_cases i <;> simp [h, h2]
    -- eliminating `u 1` leaves the characteristic equation
    have hc : (t - 1) * (t - 11) = 0 :=
      mul_right_cancel₀ hne (by linear_combination (10 - t) * h0 - h1)
    rcases mul_eq_zero.mp hc with h | h
    · left; linarith
    · right; linarith
  · rintro (rfl | rfl)
    · refine ⟨![1, -1], fun h => by simpa using congrFun h 0, ?_⟩
      rw [dielectric_two]
      ext i
      fin_cases i <;> norm_num [Matrix.mulVec, dotProduct, Fin.sum_univ_two]
    · refine ⟨![1, 9], fun h => by simpa using congrFun h 0, ?_⟩
      rw [dielectric_two]
      ext i
      fin_cases i <;> norm_num [Matrix.mulVec, dotProduct, Fin.sum_univ_two]
  · rw [quadratic_form]
    norm_num
  · ext i j
    fin_cases i <;> fin_cases j <;>
      norm_num [coulomb, Matrix.mul_apply, Fin.sum_univ_two]
  · refine symDielectric_ge_one _ _ ?_ response_nonpos
    ext i j
    fin_cases i <;> fin_cases j <;> simp [coulomb]

end

end DielectricSymmetrisation
```

```lean
#print axioms DielectricSymmetrisation.one_le_eigenvalue
#print axioms DielectricSymmetrisation.quadratic_form
#print axioms DielectricSymmetrisation.nonneg_iff
#print axioms DielectricSymmetrisation.positivity_needs_symmetrisation
```

```
'DielectricSymmetrisation.one_le_eigenvalue' depends on axioms: [propext, Classical.choice, Quot.sound]
'DielectricSymmetrisation.quadratic_form' depends on axioms: [propext, Classical.choice, Quot.sound]
'DielectricSymmetrisation.nonneg_iff' depends on axioms: [propext, Classical.choice, Quot.sound]
'DielectricSymmetrisation.positivity_needs_symmetrisation' depends on axioms: [propext, Classical.choice, Quot.sound]
```

## Screening and the sign of the response

In the random-phase approximation, $\varepsilon$ relates an applied static potential to the screened one. The density response to a total potential $y$ is $Py$. The second-order change in the ground-state energy of independent electrons under a static perturbation is never positive, which is the physics behind the condition $y\cdot Py\le0$.

In Lean, `dielectric v P` is $\varepsilon$ and `symDielectric s P` is $\tilde\varepsilon$, both real matrices over a finite basis `n`. The sign condition is the hypothesis `hP`, and `hs` says that $s$ is symmetric; $s$ need be neither positive nor invertible. The name `coulomb a b` means only $\mathrm{diag}(a,b)$; its entries are not computed from the Coulomb potential. Components are numbered 0 and 1.

The step left to the physicist is to obtain such a $P$ from actual electronic states; the two-by-two `response` is chosen, not computed from a Hamiltonian.

## Shared eigenvalues, bounded below by one

For square matrices, $\det(\lambda-AB)=\det(\lambda-BA)$. If $A$ is invertible, this follows from $AB=A(BA)A^{-1}$; continuity extends it to singular $A$. Take $A=s$, $B=-sP$ and $\lambda=t-1$:

$$\det(t-\varepsilon)=\det\big((t-1)+s\,sP\big)=\det\big((t-1)+sPs\big)=\det(t-\tilde\varepsilon).$$

This is `det_dielectric_eq_det_symDielectric`. Its auxiliary `key` makes the shift by one, and `Matrix.charpoly_mul_comm` supplies the exchange of factors.

Since $s$ is symmetric, one factor can be moved to the left vector:

$$x\cdot\tilde\varepsilon x=x\cdot x-(sx)\cdot P(sx)\ge x\cdot x.$$

That is `symDielectric_ge_one`, where `hP` is applied to $sx$.

Now let $\varepsilon u=tu$ with $u\ne0$ and $t$ real. Then $\det(t-\varepsilon)=0$, so $\det(t-\tilde\varepsilon)=0$, and some $y\neq0$ satisfies $\tilde\varepsilon y=ty$. The bound gives $t\,y\cdot y\ge y\cdot y$, and dividing by $y\cdot y>0$ gives $t\ge1$. This is `one_le_eigenvalue`.

It is easy to go wrong here by putting $u$ itself into the bound, as if the two matrices shared eigenvectors. They need not share them: in the example, the eigenvalue 11 belongs to $(1,9)$ for $\varepsilon$ and to $(1,3)$ for $\tilde\varepsilon$.

## When the unsymmetrised form turns negative

For the chosen response, $y\cdot Py=-(y_0+y_1)^2\le0$, as `response_nonpos` states. With $v=\mathrm{diag}(a,b)$,

$$\varepsilon=\begin{pmatrix}1+a&a\\ b&1+b\end{pmatrix},$$

$$q(x)=x\cdot\varepsilon x=(1+a)x_0^2+(a+b)x_0x_1+(1+b)x_1^2.$$

Multiplying by $4(1+a)$ and completing the square gives

$$4(1+a)\,q(x)=\big(2(1+a)x_0+(a+b)x_1\big)^2+\big(4(1+a+b)-(a-b)^2\big)x_1^2.$$

For $a\ge0$, the form is therefore nonnegative for all $x$ exactly when $(a-b)^2\le4(1+a+b)$. The forward direction of `nonneg_iff` tests $x=(a+b,-2(1+a))$, where the square vanishes and $x_1\ne0$; the reverse direction uses the identity directly. Equal nonnegative entries $a=b$ pass, so the theorem name `positivity_needs_symmetrisation` describes this example and not every interaction.

For $(a,b)=(1,9)$ the criterion fails, since $64>44$. At $x=(2,-1)$, $\varepsilon x=(3,8)$ and $x\cdot\varepsilon x=6-8=-2$, or $-2/5$ for the normalised vector.

The eigenvalue equations are $2u_0+u_1=tu_0$ and $9u_0+10u_1=tu_1$. If $u_0=0$, the first gives $u_1=0$, so an eigenvector has $u_0\ne0$. Substituting $u_1=(t-2)u_0$ into the second leaves $(t-1)(t-11)=0$; this elimination is the `linear_combination` step. The vectors $(1,-1)$ and $(1,9)$ show that both values occur. The final theorem combines these facts with $s^2=v$ and the bound for $\tilde\varepsilon$.

Positive eigenvalues do not settle the sign of the form because $\varepsilon$ is not symmetric. This matters in electronic-structure codes that use Cholesky factorisation or conjugate gradients, which require a symmetric positive definite matrix: in this finite real model, $\tilde\varepsilon$ is one whenever $P$ is also symmetric.
